# Attaching an extra site of zero on-site energy, with real coupling $s$, to each site of a Hermitian Hückel network splits each level $a$ into two with sum $a$ and product $-s^2$

The decorated network is described by two copies of one finite set $n$ of sites. The left copy of a site $i$ in `n ⊕ n` is the network site itself, and the right copy is the extra site attached to it. Every site therefore has exactly one partner, and the Hamiltonian is a matrix of four square blocks. In a radialene the network is a carbon ring and the partners are the exocyclic carbons, but here the network may have any shape. The number of network sites is written $|n|$, which is `Fintype.card n` in Lean.

```lean
import Mathlib

open Matrix

namespace RadialeneDecoration

noncomputable section

variable {n : Type*} [Fintype n] [DecidableEq n]
```

## The Hamiltonian and its two candidate levels

Let $A$ be the complex matrix of the network and $s$ a real coupling. The decorated Hamiltonian is

$$H=\begin{pmatrix}A & s\\ s & 0\end{pmatrix},$$

where $s$ stands for $s$ times the identity. This fixes three idealisations: all attached bonds have the same strength, the attached sites have no direct coupling to one another, and their common on-site energy is the zero of the energy scale. The basis is orthonormal, with one orbital per site and no electron interaction. The definition does not require $A$ to be Hermitian; the theorems that need this assume it separately.

```lean
/-- The Hamiltonian of a network `A` in which every site carries one extra site of zero
on-site energy, attached by the coupling `s`. -/
def radialene (A : Matrix n n ℂ) (s : ℝ) : Matrix (n ⊕ n) (n ⊕ n) ℂ :=
  fromBlocks A ((s : ℂ) • 1) ((s : ℂ) • 1) 0
```

Write an eigenvector of $H$ as $(x,y)$, with $x$ on the network and $y$ on the attached sites. The eigenvalue equations are

$$Ax+sy=Ex,\qquad sx=Ey.$$

The choice $x=Ev$, $y=sv$ satisfies the second equation for any $v$. If $Av=av$ with $a$ real, the first becomes $(aE+s^2)v=E^2v$, so for $v\neq0$ the energy must solve $E^2=aE+s^2$. The larger root is

$$E_+=\tfrac12\left(a+\sqrt{a^2+4s^2}\right).$$

```lean
/-- The upper level `(a + √(a² + 4s²))/2`. -/
def upper (a s : ℝ) : ℝ := (a + √(a ^ 2 + 4 * s ^ 2)) / 2
```

The smaller root has the other sign before the square root:

$$E_-=\tfrac12\left(a-\sqrt{a^2+4s^2}\right).$$

```lean
/-- The lower level `(a - √(a² + 4s²))/2`. -/
def lower (a s : ℝ) : ℝ := (a - √(a ^ 2 + 4 * s ^ 2)) / 2
```

The vector $(Ev,sv)$ gets its own definition. It is not normalised. For normalised $v$ and $s\neq0$, its norm is $\sqrt{E^2+s^2}$, so the state has weight $E^2/(E^2+s^2)$ on the network and $s^2/(E^2+s^2)$ on the attached sites.

```lean
/-- The orbital with amplitudes `E v` on the network and `s v` on the attached sites. -/
def liftOrbital (E s : ℝ) (v : n → ℂ) : n ⊕ n → ℂ :=
  Sum.elim ((E : ℂ) • v) ((s : ℂ) • v)
```

## A determinant that depends only on the coupling and the number of sites

Let $J$ be the matrix that exchanges the two blocks. Multiplying from the right by $J$ exchanges the block columns of $H$:

$$HJ=\begin{pmatrix}s & A\\ 0 & s\end{pmatrix},\qquad \det(HJ)=s^{2|n|}.$$

The determinant of $J$ follows from

$$J\begin{pmatrix}1&0\\1&1\end{pmatrix}=\begin{pmatrix}1&1\\1&0\end{pmatrix}.$$

The triangular factor has determinant $1$. Eliminating the upper left block on the right-hand side leaves $\det(0-1)=(-1)^{|n|}$. Hence $\det J=(-1)^{|n|}$ and

$$\det H=(-1)^{|n|}s^{2|n|}=(-s^2)^{|n|}.$$

In the proof, `hJ` is the determinant of $J$ and the second `h` is the triangular form of $HJ$. The last line multiplies by the sign once more and uses that its square is $1$. The theorem holds for every complex $A$ and every real $s$. For $s\neq0$ the determinant is nonzero, so $H$ has no level at zero energy.

```lean
/-- The determinant of the decorated Hamiltonian is `(-s²)^n`, with `n` the number of
network sites, whatever the network. -/
theorem det_radialene (A : Matrix n n ℂ) (s : ℝ) :
    (radialene A s).det = (-(s : ℂ) ^ 2) ^ Fintype.card n := by
  -- the determinant of the exchange of the two blocks
  have hJ : (fromBlocks 0 1 1 0 : Matrix (n ⊕ n) (n ⊕ n) ℂ).det
      = (-1) ^ Fintype.card n := by
    have h : (fromBlocks 0 1 1 0 : Matrix (n ⊕ n) (n ⊕ n) ℂ) * fromBlocks 1 0 1 1
        = fromBlocks 1 1 1 0 := by
      simp [fromBlocks_multiply]
    have d := congrArg Matrix.det h
    rw [det_mul, det_fromBlocks_zero₁₂, det_fromBlocks_one₁₁, det_one, mul_one, mul_one,
      mul_one, zero_sub, det_neg, det_one, mul_one] at d
    exact d
  -- after the exchange the Hamiltonian is block triangular
  have h : radialene A s * fromBlocks 0 1 1 0
      = fromBlocks ((s : ℂ) • 1) A 0 ((s : ℂ) • 1) := by
    simp [radialene, fromBlocks_multiply]
  have d := congrArg Matrix.det h
  rw [det_mul, hJ, det_fromBlocks_zero₂₁, det_smul, det_one, mul_one] at d
  have hh : (-1 : ℂ) ^ Fintype.card n * (-1) ^ Fintype.card n = 1 := by
    rw [← mul_pow]; simp
  rw [neg_pow]
  generalize (-1 : ℂ) ^ Fintype.card n = e at d hh ⊢
  linear_combination e * d - (radialene A s).det * hh
```

## One level on each side of zero

The square roots cancel in the sum of the two levels, which is $a$. The product is

$$E_+E_-=\tfrac14\left(a^2-(a^2+4s^2)\right)=-s^2.$$

Lean needs one fact about the square root, namely that it squares back to its nonnegative argument; this is `hQ`.

```lean
/-- The two levels add up to `a` and multiply to `-s²`. -/
theorem level_sum_and_product (a s : ℝ) :
    upper a s + lower a s = a ∧ upper a s * lower a s = -s ^ 2 := by
  have hQ : √(a ^ 2 + 4 * s ^ 2) ^ 2 = a ^ 2 + 4 * s ^ 2 := Real.sq_sqrt (by positivity)
  unfold upper lower
  constructor
  · ring
  · linear_combination (-(1 / 4 : ℝ)) * hQ
```

If $s\neq0$, then $a^2<a^2+4s^2$, and therefore $|a|<\sqrt{a^2+4s^2}$. This bounds $a$ from both sides:

$$-\sqrt{a^2+4s^2}<a<\sqrt{a^2+4s^2}.$$

The left inequality gives $E_+>0$ and the right one gives $E_-<0$.

```lean
/-- For nonzero coupling the lower level is negative and the upper level is positive. -/
theorem level_signs (a : ℝ) {s : ℝ} (hs : s ≠ 0) : lower a s < 0 ∧ 0 < upper a s := by
  have h2 : 0 < s ^ 2 := by positivity
  have h : |a| < √(a ^ 2 + 4 * s ^ 2) := by
    rw [Real.lt_sqrt (abs_nonneg a), sq_abs]
    linarith
  obtain ⟨h3, h4⟩ := abs_lt.mp h
  unfold upper lower
  constructor <;> linarith
```

Now let $Av=av$ with $v\neq0$ and $a$ real. By the sum and product, each of the two levels satisfies

$$E^2=(E_++E_-)E-E_+E_-=aE+s^2.$$

Acting with $H$ then gives

$$H\begin{pmatrix}Ev\\ sv\end{pmatrix}=\begin{pmatrix}(aE+s^2)v\\ sEv\end{pmatrix}=E\begin{pmatrix}Ev\\ sv\end{pmatrix}.$$

The vector is nonzero because its lower part is $sv$ and $s\neq0$.

In the statement, `A *ᵥ v` is the matrix acting on the vector, and `h` is the eigenvalue equation of the network. The conclusion contains the signs of the two levels and, for each of them, a nonzero eigenvector. The proof obtains the quadratic equation as `hq`, carries it to the complex numbers as `hq'`, and compares the amplitudes site by site. The network sites use the quadratic equation; on the attached sites both sides agree identically. Hermiticity is not needed here, only a real eigenvalue.

```lean
/-- For nonzero coupling, each eigenvector `v` of the network with real eigenvalue `a` gives
two eigenvectors of the decorated Hamiltonian, one at the negative level
`(a - √(a² + 4s²))/2` and one at the positive level `(a + √(a² + 4s²))/2`. -/
theorem radialene_eigenpairs (A : Matrix n n ℂ) {s a : ℝ} (hs : s ≠ 0) {v : n → ℂ}
    (hv : v ≠ 0) (h : A *ᵥ v = (a : ℂ) • v) :
    (lower a s < 0 ∧ 0 < upper a s) ∧
    ∀ E : ℝ, E = lower a s ∨ E = upper a s →
      liftOrbital E s v ≠ 0 ∧
      radialene A s *ᵥ liftOrbital E s v = (E : ℂ) • liftOrbital E s v := by
  refine ⟨level_signs a hs, fun E hE => ⟨fun h0 => hv ?_, ?_⟩⟩
  · funext i
    have := congrFun h0 (Sum.inr i)
    simpa [liftOrbital, hs] using this
  · -- both levels solve the same quadratic equation
    obtain ⟨h1, h2⟩ := level_sum_and_product a s
    have hq : E ^ 2 = a * E + s ^ 2 := by
      rcases hE with rfl | rfl
      · linear_combination lower a s * h1 - h2
      · linear_combination upper a s * h1 - h2
    have hq' : (E : ℂ) ^ 2 = a * E + s ^ 2 := by exact_mod_cast hq
    rw [radialene, liftOrbital, fromBlocks_mulVec]
    funext x
    rcases x with i | i <;>
      simp only [Sum.elim_comp_inl, Sum.elim_comp_inr, mulVec_smul, h, smul_mulVec,
        one_mulVec, zero_mulVec, Sum.elim_inl, Sum.elim_inr, Pi.add_apply, Pi.smul_apply,
        Pi.zero_apply, smul_eq_mul]
    · linear_combination (-(v i)) * hq'
    · ring
```

## Eliminating the attached sites

To show that these levels exhaust the spectrum, consider the secular determinant $\det(E-H)$ at a complex energy $E$. A block multiplication removes the lower left corner:

$$\begin{pmatrix}E-A&-s\\-s&E\end{pmatrix}\begin{pmatrix}E&0\\s&1\end{pmatrix}=\begin{pmatrix}E^2-s^2-EA&-s\\0&E\end{pmatrix}.$$

Taking determinants gives

$$\det(E-H)\,E^{|n|}=\det(E^2-s^2-EA)\,E^{|n|}.$$

For $E\neq0$ the common factor cancels. For $E=0$ the left side of the claim is $\det(-H)=\det H=(-s^2)^{|n|}$, because $H$ has the even size $2|n|$. The right side is $\det(-s^2)$ for a matrix of size $|n|$, which is the same number.

For $E\neq0$ the reduced determinant can also be written as $E^{|n|}\det(E-A-s^2/E)$. The attached sites thus act on the network through the self-energy $s^2/E$, the same on every site. The polynomial form used in the theorem remains valid at $E=0$, where the self-energy has its pole.

The proof treats the two cases separately. For $E\neq0$, `hb` writes $E-H$ in blocks and `h` is the multiplication above.

```lean
/-- Eliminating the attached sites reduces the secular determinant to one of the size of
the network, `det((E² - s²) - E A)`. -/
theorem secular_reduction (A : Matrix n n ℂ) (s : ℝ) (E : ℂ) :
    (E • 1 - radialene A s).det = ((E ^ 2 - (s : ℂ) ^ 2) • 1 - E • A).det := by
  by_cases hE : E = 0
  · subst hE
    have hR : ((0 : ℂ) ^ 2 - (s : ℂ) ^ 2) • (1 : Matrix n n ℂ) - (0 : ℂ) • A
        = (-(s : ℂ) ^ 2) • 1 := by
      rw [zero_smul, sub_zero]
      congr 1
      ring
    rw [hR, det_smul, det_one, zero_smul, zero_sub, det_neg, det_radialene,
      Fintype.card_sum, ← two_mul, pow_mul]
    simp
  · have hb : E • 1 - radialene A s = fromBlocks (E • 1 - A) (-((s : ℂ) • 1))
        (-((s : ℂ) • 1)) (E • 1) := by
      ext (i | i) (j | j) <;> simp [radialene, Matrix.one_apply]
    -- block elimination of the lower left corner
    have h : (E • 1 - radialene A s) * fromBlocks (E • 1) 0 ((s : ℂ) • 1) 1
        = fromBlocks ((E ^ 2 - (s : ℂ) ^ 2) • 1 - E • A) (-((s : ℂ) • 1)) 0 (E • 1) := by
      rw [hb, fromBlocks_multiply, fromBlocks_inj]
      refine ⟨?_, by simp, ?_, by simp⟩
      · simp only [mul_smul_comm, mul_one]
        module
      · simp only [mul_smul_comm, mul_one]
        module
    have d := congrArg Matrix.det h
    rw [det_mul, det_fromBlocks_zero₁₂, det_fromBlocks_zero₂₁, det_smul, det_one, mul_one,
      mul_one] at d
    exact mul_right_cancel₀ (pow_ne_zero _ hE) d
```

## The whole spectrum of a Hermitian network

Let $A$ be Hermitian with eigenvalues $a_i$, listed with multiplicity. In Lean these are `hA.eigenvalues i`, with $i$ running over $n$ as a label. For $E\neq0$, set $z=(E^2-s^2)/E$. Then

$$\det(E^2-s^2-EA)=E^{|n|}\det(z-A)=\prod_i E(z-a_i)=\prod_i(E^2-s^2-Ea_i).$$

By the sum and product of the levels, each factor is $(E-E_{+,i})(E-E_{-,i})$, where $E_{\pm,i}$ are the two levels belonging to $a_i$. At $E=0$ both sides equal $(-s^2)^{|n|}$.

The identity holds at every complex $E$, so the levels $E_{\pm,i}$ are all the roots of the secular determinant, with the correct multiplicities. In the proof, `hfac` multiplies out one pair of factors, and `hA.charpoly_eq` supplies the factorised characteristic polynomial of $A$.

```lean
/-- For a Hermitian network the secular determinant is the product of `(E - E₊)(E - E₋)` over
the eigenvalues of the network, with `E₊` and `E₋` the upper and lower levels. -/
theorem secular_factorization {A : Matrix n n ℂ} (hA : A.IsHermitian) (s : ℝ) (E : ℂ) :
    (E • 1 - radialene A s).det = ∏ i, (E - (upper (hA.eigenvalues i) s : ℂ)) *
      (E - (lower (hA.eigenvalues i) s : ℂ)) := by
  have hfac : ∀ a : ℝ, (E - (upper a s : ℂ)) * (E - (lower a s : ℂ))
      = E ^ 2 - (s : ℂ) ^ 2 - E * a := by
    intro a
    obtain ⟨h1, h2⟩ := level_sum_and_product a s
    have h1' : (upper a s : ℂ) + lower a s = a := by exact_mod_cast h1
    have h2' : (upper a s : ℂ) * lower a s = -(s : ℂ) ^ 2 := by exact_mod_cast h2
    linear_combination (-E) * h1' + h2'
  rw [secular_reduction]
  simp_rw [hfac]
  by_cases hE : E = 0
  · subst hE
    rw [zero_smul, sub_zero, det_smul, det_one]
    simp
  · -- the characteristic polynomial of the network at the energy (E² - s²)/E
    have hz : E * ((E ^ 2 - (s : ℂ) ^ 2) / E) = E ^ 2 - (s : ℂ) ^ 2 := by field_simp
    have h : (E ^ 2 - (s : ℂ) ^ 2) • (1 : Matrix n n ℂ) - E • A
        = E • (scalar n ((E ^ 2 - (s : ℂ) ^ 2) / E) - A) := by
      rw [scalar_apply, ← smul_one_eq_diagonal, smul_sub, smul_smul, hz]
    have hp : E ^ Fintype.card n = ∏ _i : n, E := by simp
    rw [h, det_smul, ← eval_charpoly, hA.charpoly_eq, Polynomial.eval_prod, hp,
      ← Finset.prod_mul_distrib]
    refine Finset.prod_congr rfl fun i _ => ?_
    simp only [Polynomial.eval_sub, Polynomial.eval_X, Polynomial.eval_C]
    show E * ((E ^ 2 - (s : ℂ) ^ 2) / E - ((hA.eigenvalues i : ℝ) : ℂ)) = _
    rw [mul_sub, hz]
```

## A gap around zero energy

Suppose that $|a_i|\le W$ for all $i$. Any real root $E$ is one of the two levels of some $a=a_i$, and in either case

$$|E|\ge\tfrac12\left(\sqrt{a^2+4s^2}-|a|\right).$$

It remains to replace $|a|$ by $W$. Put $P=\sqrt{W^2+4s^2}$ and $Q=\sqrt{a^2+4s^2}$. Then

$$(P-Q)(P+Q)=(W-|a|)(W+|a|),\qquad P+Q\ge W+|a|.$$

If $P-Q$ were larger than $W-|a|$, then $P>Q\ge0$, and multiplying by the positive number $P+Q$ would give

$$(P-Q)(P+Q)>(W-|a|)(P+Q)\ge(W-|a|)(W+|a|),$$

which is a contradiction. So $P-W\le Q-|a|$, and $|E|\ge\tfrac12(P-W)$.

The inequality `key` contains this argument, with `nlinarith` drawing the contradiction. The two final cases insert the upper and the lower level.

For a non-interacting, finite, nonempty network with $s\neq0$ and two electrons per attached bond, the $|n|$ negative levels are filled and the $|n|$ positive ones are empty, so the gap between the highest occupied and the lowest empty level is at least $\sqrt{W^2+4s^2}-W$. This reading takes matrix entries as energies; in units of a negative resonance integral the signs are reversed and the gap keeps its size in those units.

```lean
/-- If all eigenvalues of a Hermitian network lie between `-W` and `W`, every real root `E` of
the secular determinant satisfies `|E| ≥ (√(W² + 4s²) - W)/2`. -/
theorem radialene_gap {A : Matrix n n ℂ} (hA : A.IsHermitian) (s : ℝ) {W E : ℝ}
    (hW : ∀ i, |hA.eigenvalues i| ≤ W) (hE : ((E : ℂ) • 1 - radialene A s).det = 0) :
    (√(W ^ 2 + 4 * s ^ 2) - W) / 2 ≤ |E| := by
  rw [secular_factorization hA, Finset.prod_eq_zero_iff] at hE
  obtain ⟨i, -, hi⟩ := hE
  have ha := hW i
  generalize hA.eigenvalues i = a at hi ha
  -- `√(x² + 4s²) - x` is no larger at `x = W` than at `x = |a|`
  have key : √(W ^ 2 + 4 * s ^ 2) - W ≤ √(a ^ 2 + 4 * s ^ 2) - |a| := by
    have hP := Real.sq_sqrt (show 0 ≤ W ^ 2 + 4 * s ^ 2 by positivity)
    have hQ := Real.sq_sqrt (show 0 ≤ a ^ 2 + 4 * s ^ 2 by positivity)
    have hPW : |W| ≤ √(W ^ 2 + 4 * s ^ 2) := Real.abs_le_sqrt (by nlinarith [sq_nonneg s])
    have hQa : |a| ≤ √(a ^ 2 + 4 * s ^ 2) := Real.abs_le_sqrt (by nlinarith [sq_nonneg s])
    have hWW := le_abs_self W
    have hQ0 := Real.sqrt_nonneg (a ^ 2 + 4 * s ^ 2)
    have haa := sq_abs a
    generalize √(W ^ 2 + 4 * s ^ 2) = P at *
    generalize √(a ^ 2 + 4 * s ^ 2) = Q at *
    by_contra hc
    have hlt : 0 < P - Q - (W - |a|) := by linarith [not_le.mp hc]
    have hpos : 0 < P + Q := by linarith
    have h1 := mul_pos hlt hpos
    have h2 : 0 ≤ (W - |a|) * (P + Q - (W + |a|)) :=
      mul_nonneg (by linarith) (by linarith)
    nlinarith
  rcases mul_eq_zero.mp hi with h | h
  · have hu : E = upper a s := by exact_mod_cast sub_eq_zero.mp h
    have h1 := le_abs_self E
    have h2 := neg_abs_le a
    unfold upper at hu
    linarith
  · have hl : E = lower a s := by exact_mod_cast sub_eq_zero.mp h
    have h1 := neg_le_abs E
    have h2 := le_abs_self a
    unfold lower at hl
    linarith

end

end RadialeneDecoration
```

The smallest decorated molecule has one network site with $A=0$. It is the two-site Hückel model of ethylene:

$$H=\begin{pmatrix}0&s\\s&0\end{pmatrix},\qquad E_\pm=\pm|s|,\qquad \det H=-s^2.$$

With $W=0$ the lower bound on $|E|$ is $|s|$, and both levels attain it.

```lean
#print axioms RadialeneDecoration.level_sum_and_product
-- 'RadialeneDecoration.level_sum_and_product' depends on axioms: [propext, Classical.choice, Quot.sound]
#print axioms RadialeneDecoration.radialene_eigenpairs
-- 'RadialeneDecoration.radialene_eigenpairs' depends on axioms: [propext, Classical.choice, Quot.sound]
#print axioms RadialeneDecoration.radialene_gap
-- 'RadialeneDecoration.radialene_gap' depends on axioms: [propext, Classical.choice, Quot.sound]
```
